# The finite-group average of a Hermitian projector is idempotent exactly when the projector commutes with the unitary representation

## What does symmetrising my density matrix preserve?

After filling the orbitals of a finite lattice model I symmetrise the density matrix $P$: I apply each operation $g$ of the finite symmetry group $G$, represented on orthonormal spin orbitals by a unitary matrix $U(g)$, and average. My $P$ comes from one Slater determinant, so $P^\dagger=P=P^2$. I believe that the average is symmetric, keeps the one-particle energy of a symmetric Hamiltonian, and is a projector only if $P$ was symmetric already. Can this be made rigorous and machine-checked?

## Expectation values of symmetric one-particle observables survive, and idempotency survives only for symmetric $P$

All three beliefs hold for a finite group and finitely many orbitals. Write $P_g=U(g)PU(g)^\dagger$ and $\bar P=|G|^{-1}\sum_g P_g$, with $|G|$ the group order.

### The average and its variance

Unitarity gives $P_g^2=U(g)P\,U(g)^\dagger U(g)\,PU(g)^\dagger=P_g$. Also $P_g^\dagger=P_g$, so $\bar P^\dagger=\bar P$.

For $h\in G$, $P_{hg}U(h)=U(h)U(g)PU(g)^\dagger U(h)^\dagger U(h)=U(h)P_g$. As $g$ runs over $G$ so does $hg$, hence $U(h)\bar P=\bar P\,U(h)$.

If a matrix $H$ commutes with every $U(g)$, then $HP_g=U(g)HPU(g)^\dagger$, cyclicity gives $\operatorname{tr}(HP_g)=\operatorname{tr}(HP)$, and averaging equal terms gives $\operatorname{tr}(H\bar P)=\operatorname{tr}(HP)$.

Let $D_g=P_g-\bar P$. Then $D_g^2=P_g-P_g\bar P-\bar PP_g+\bar P^2$, and $\sum_gP_g=|G|\bar P$ yields
$$\bar P-\bar P^2=|G|^{-1}\sum_g D_g^2 .$$
Each $D_g$ is Hermitian, so $D_g^2=D_g^\dagger D_g$ and the idempotency defect $\bar P-\bar P^2$ is positive semidefinite. If it vanishes, the diagonal entry at orbital $i$ gives $\sum_g\sum_k|(D_g)_{ki}|^2=0$, with $k$ running over the orbitals, so every $D_g=0$. The identity element has $P_1=P$, hence $\bar P=P$, which commutes with all $U(g)$. Conversely, a commuting $P$ has $P_g=PU(g)U(g)^\dagger=P$, so $\bar P=P$ is idempotent.

### Two sites with a swap

As an illustration worked without Lean, let $G$ contain the identity and the swap of two sites, and put one electron of fixed spin in the normalised orbital $(3,4)/5$:
$$P=\tfrac1{25}\begin{pmatrix}9&12\\12&16\end{pmatrix},\qquad \bar P=\begin{pmatrix}1/2&12/25\\12/25&1/2\end{pmatrix}.$$
For $H$ with zero diagonal and hopping entries $-t$, both traces equal $-24t/25$. The deviations are $\pm\operatorname{diag}(-7,7)/50$, so $\bar P-\bar P^2=\tfrac{49}{2500}\mathbb 1$, and the occupations of $\bar P$ are $49/50$ and $1/50$.

### How the Lean objects encode the physics

The finite type `n` labels the orbitals, `U : G →* Matrix n n ℂ` is a homomorphism, and `ᴴ` is $\dagger$. If rotations also act on spin one half, take the double group as `G`, since the matrices of the ordinary point group may multiply only up to a sign. `IsUnitaryRep U` demands $U(g)^\dagger U(g)=1$, which says that symmetry operations preserve overlaps in an orthonormal basis. `rot U g P` is $P_g$ and `avg U P` is $\bar P$. The hypotheses `hH` and `hP` make $P$ Hermitian and idempotent, which fixes the eigenvalues of $P$, the occupations of its natural spin orbitals, at 0 or 1 (the diagonal entries in the basis `n` need not be 0 or 1); they are assumed, not derived from a Hamiltonian.

`symmetry_averaging` concludes that $\bar P$ is Hermitian, commutes with each $U(g)$, keeps $\operatorname{tr}(HP)$ for every commuting $H$, Hermitian or not, has a `PosSemidef` defect, and is idempotent iff $P$ commutes with every $U(g)$. `avg_idem_iff` adds the equivalence with $\bar P=P$.

`shift_site_witness` takes the sites to be the elements of a finite group `T`, written multiplicatively with origin `1` and not necessarily abelian. `shift T` moves site $j$ to $gj$, and `site T` projects on the origin. With more than one site (`Nontrivial T`) the shifts are unitary, the projector is Hermitian and idempotent, and its average $|T|^{-1}\mathbb 1$ is not idempotent.

Continuous groups, infinite lattices, antiunitary operations such as time reversal, and overlap matrices are not treated. In electronic-structure terms, averaging the density matrix of a symmetry-broken determinant (not projecting its wavefunction) keeps the energy of a non-interacting symmetric Hamiltonian but gives a matrix that no single determinant has; energies nonlinear in $P$, as in Hartree–Fock, are not covered.

```lean
import Mathlib

open Matrix
open scoped ComplexOrder

namespace SymmetryAveraging

noncomputable section

variable {G n : Type*} [Group G] [Fintype G] [Fintype n] [DecidableEq n]

/-- The representation `U` of the symmetry group acts on the orbitals by unitary matrices. -/
def IsUnitaryRep (U : G →* Matrix n n ℂ) : Prop := ∀ g, (U g)ᴴ * U g = 1

/-- The density matrix `P` transformed by the symmetry operation `g`: `U(g) P U(g)ᴴ`. -/
def rot (U : G →* Matrix n n ℂ) (g : G) (P : Matrix n n ℂ) : Matrix n n ℂ :=
  U g * P * (U g)ᴴ

/-- The group average `|G|⁻¹ ∑_g U(g) P U(g)ᴴ` of a density matrix. -/
def avg (U : G →* Matrix n n ℂ) (P : Matrix n n ℂ) : Matrix n n ℂ :=
  (Fintype.card G : ℂ)⁻¹ • ∑ g, rot U g P

omit [Fintype G] in
/-- A unitary symmetry operation maps an idempotent matrix to an idempotent matrix. -/
theorem rot_idem {U : G →* Matrix n n ℂ} (hU : IsUnitaryRep U) {P : Matrix n n ℂ}
    (hP : P * P = P) (g : G) : rot U g P * rot U g P = rot U g P := by
  have hg : (U g)ᴴ * U g = 1 := hU g
  calc rot U g P * rot U g P = U g * (P * ((U g)ᴴ * U g) * P) * (U g)ᴴ := by
        simp only [rot, Matrix.mul_assoc]
    _ = rot U g P := by rw [hg, Matrix.mul_one, hP, rot]

/-- For Hermitian `P`, every transformed matrix and the group average are Hermitian. -/
theorem isHermitian_rot_avg (U : G →* Matrix n n ℂ) {P : Matrix n n ℂ} (hH : P.IsHermitian) :
    (∀ g, (rot U g P).IsHermitian) ∧ (avg U P).IsHermitian := by
  have h : ∀ g, (rot U g P)ᴴ = rot U g P := fun g => by
    simp only [rot, conjTranspose_mul, conjTranspose_conjTranspose, hH.eq, Matrix.mul_assoc]
  refine ⟨h, ?_⟩
  rw [Matrix.IsHermitian, avg, conjTranspose_smul, conjTranspose_sum]
  simp [h]

/-- For a unitary representation `U`, the group average commutes with every `U(h)`. -/
theorem avg_commute {U : G →* Matrix n n ℂ} (hU : IsUnitaryRep U) (P : Matrix n n ℂ) (h : G) :
    U h * avg U P = avg U P * U h := by
  have hh : (U h)ᴴ * U h = 1 := hU h
  have key : ∀ g, U h * rot U g P = rot U (h * g) P * U h := fun g => by
    simp only [rot, map_mul, conjTranspose_mul, Matrix.mul_assoc, hh, Matrix.mul_one]
  -- relabel the sum by `g ↦ h g`
  have hs : ∑ g, U h * rot U g P = ∑ g, rot U g P * U h :=
    Fintype.sum_equiv (Equiv.mulLeft h) _ _ (fun g => key g)
  rw [avg, Matrix.mul_smul, Matrix.smul_mul, Finset.mul_sum, Finset.sum_mul, hs]

/-- For unitary `U`, averaging keeps `tr(H P)` for every matrix `H` commuting with all `U(g)`. -/
theorem trace_mul_avg {U : G →* Matrix n n ℂ} (hU : IsUnitaryRep U) (P : Matrix n n ℂ)
    {H : Matrix n n ℂ} (hHU : ∀ g, U g * H = H * U g) :
    trace (H * avg U P) = trace (H * P) := by
  have hc : (Fintype.card G : ℂ) ≠ 0 := Nat.cast_ne_zero.mpr Fintype.card_ne_zero
  have key : ∀ g, trace (H * rot U g P) = trace (H * P) := fun g => by
    have hg : (U g)ᴴ * U g = 1 := hU g
    have e : H * rot U g P = U g * (H * P) * (U g)ᴴ := by
      simp only [rot, ← Matrix.mul_assoc, hHU g]
    rw [e, trace_mul_cycle, hg, Matrix.one_mul]
  rw [avg, Matrix.mul_smul, trace_smul, Finset.mul_sum, trace_sum]
  simp only [key, Finset.sum_const, Finset.card_univ, nsmul_eq_mul, smul_eq_mul]
  rw [← mul_assoc, inv_mul_cancel₀ hc, one_mul]

/-- For unitary `U` and idempotent `P`, the idempotency defect of the average equals the group
average of the squared deviations of the transformed matrices from it. -/
theorem avg_variance {U : G →* Matrix n n ℂ} (hU : IsUnitaryRep U) {P : Matrix n n ℂ}
    (hP : P * P = P) :
    avg U P - avg U P * avg U P = (Fintype.card G : ℂ)⁻¹ •
      ∑ g, (rot U g P - avg U P) * (rot U g P - avg U P) := by
  have hc : (Fintype.card G : ℂ) ≠ 0 := Nat.cast_ne_zero.mpr Fintype.card_ne_zero
  have hsum : ∑ g, rot U g P = (Fintype.card G : ℂ) • avg U P := by
    rw [avg, smul_smul, mul_inv_cancel₀ hc, one_smul]
  generalize avg U P = A at hsum ⊢
  -- expand each square, using `P_g² = P_g`
  have term : ∀ g, (rot U g P - A) * (rot U g P - A)
      = rot U g P - rot U g P * A - A * rot U g P + A * A := fun g => by
    rw [sub_mul, mul_sub, mul_sub, rot_idem hU hP g]
    abel
  have tot : ∑ g, (rot U g P - A) * (rot U g P - A)
      = (Fintype.card G : ℂ) • (A - A * A) := by
    simp only [term]
    rw [Finset.sum_add_distrib, Finset.sum_sub_distrib, Finset.sum_sub_distrib,
      Finset.sum_const, ← Finset.sum_mul, ← Finset.mul_sum, hsum, Finset.card_univ,
      ← Nat.cast_smul_eq_nsmul ℂ, Matrix.smul_mul, Matrix.mul_smul]
    module
  rw [tot, smul_smul, inv_mul_cancel₀ hc, one_smul]

/-- For unitary `U` and Hermitian idempotent `P`, the idempotency defect of the average is positive
semidefinite. -/
theorem defect_posSemidef {U : G →* Matrix n n ℂ} (hU : IsUnitaryRep U) {P : Matrix n n ℂ}
    (hH : P.IsHermitian) (hP : P * P = P) : (avg U P - avg U P * avg U P).PosSemidef := by
  obtain ⟨hr, ha⟩ := isHermitian_rot_avg U hH
  have hc : (0 : ℂ) ≤ (Fintype.card G : ℂ)⁻¹ := by
    have e : (Fintype.card G : ℂ)⁻¹ = (((Fintype.card G : ℝ)⁻¹ : ℝ) : ℂ) := by simp
    rw [e]
    exact Complex.zero_le_real.mpr (by positivity)
  rw [avg_variance hU hP]
  refine Matrix.PosSemidef.smul ?_ hc
  refine Finset.sum_induction _ Matrix.PosSemidef (fun a b h1 h2 => h1.add h2)
    Matrix.PosSemidef.zero (fun g _ => ?_)
  have h := posSemidef_conjTranspose_mul_self (rot U g P - avg U P)
  rwa [((hr g).sub ha).eq] at h

omit [Group G] [DecidableEq n] in
/-- If `∑_g D_gᴴ D_g` vanishes, every matrix `D_g` vanishes. -/
theorem eq_zero_of_sum_sq (D : G → Matrix n n ℂ) (h : ∑ g, (D g)ᴴ * D g = 0) (g : G) :
    D g = 0 := by
  ext k i
  have h1 : ∑ g, ∑ k, star (D g k i) * D g k i = 0 := by
    have h0 : (∑ g, (D g)ᴴ * D g) i i = 0 := by rw [h, Matrix.zero_apply]
    simpa only [Matrix.sum_apply, Matrix.mul_apply, conjTranspose_apply] using h0
  have h2 := (Finset.sum_eq_zero_iff_of_nonneg (fun g _ =>
    Finset.sum_nonneg fun k _ => star_mul_self_nonneg (D g k i))).mp h1 g (Finset.mem_univ _)
  have h3 := (Finset.sum_eq_zero_iff_of_nonneg (fun k _ =>
    star_mul_self_nonneg (D g k i))).mp h2 k (Finset.mem_univ _)
  rcases mul_eq_zero.mp h3 with h4 | h4
  · exact star_eq_zero.mp h4
  · exact h4

/-- For unitary `U` and Hermitian idempotent `P`, the average is idempotent iff `P` commutes with
every `U(g)`, and iff the average equals `P`. -/
theorem avg_idem_iff {U : G →* Matrix n n ℂ} (hU : IsUnitaryRep U) {P : Matrix n n ℂ}
    (hH : P.IsHermitian) (hP : P * P = P) :
    (avg U P * avg U P = avg U P ↔ ∀ g, U g * P = P * U g) ∧
      (avg U P * avg U P = avg U P ↔ avg U P = P) := by
  have hc : (Fintype.card G : ℂ) ≠ 0 := Nat.cast_ne_zero.mpr Fintype.card_ne_zero
  obtain ⟨hr, ha⟩ := isHermitian_rot_avg U hH
  -- zero variance forces every deviation to vanish; take `g = 1`
  have h1 : avg U P * avg U P = avg U P → avg U P = P := fun h => by
    have hv := avg_variance hU hP
    rw [h, sub_self] at hv
    have hS := (smul_eq_zero.mp hv.symm).resolve_left (inv_ne_zero hc)
    have hS' : ∑ g, (rot U g P - avg U P)ᴴ * (rot U g P - avg U P) = 0 := by
      rw [← hS]
      exact Finset.sum_congr rfl fun g _ => by rw [((hr g).sub ha).eq]
    have h0 : rot U 1 P - avg U P = 0 :=
      eq_zero_of_sum_sq (fun g => rot U g P - avg U P) hS' 1
    have e : rot U 1 P = P := by simp [rot]
    rw [e] at h0
    exact (sub_eq_zero.mp h0).symm
  have h2 : avg U P = P → ∀ g, U g * P = P * U g := fun h g => by
    have := avg_commute hU P g
    rwa [h] at this
  have h3 : (∀ g, U g * P = P * U g) → avg U P = P := fun h => by
    have e : ∀ g, rot U g P = P := fun g => by
      have hg : U g * (U g)ᴴ = 1 := mul_eq_one_comm.mp (hU g)
      rw [rot, h g, Matrix.mul_assoc, hg, Matrix.mul_one]
    simp only [avg, e, Finset.sum_const, Finset.card_univ]
    rw [← Nat.cast_smul_eq_nsmul ℂ, smul_smul, inv_mul_cancel₀ hc, one_smul]
  have h4 : avg U P = P → avg U P * avg U P = avg U P := fun h => by rw [h, hP]
  exact ⟨⟨fun h => h2 (h1 h), fun h => h4 (h3 h)⟩, h1, h4⟩

/-- Averaging a Hermitian idempotent `P` over a unitary representation `U`: the average is
Hermitian, commutes with all `U(g)`, keeps `tr(H P)` for every `H` commuting with `U`, has a
positive semidefinite idempotency defect, and is idempotent iff `P` commutes with every `U(g)`. -/
theorem symmetry_averaging {U : G →* Matrix n n ℂ} (hU : IsUnitaryRep U) {P : Matrix n n ℂ}
    (hH : P.IsHermitian) (hP : P * P = P) :
    (avg U P).IsHermitian ∧ (∀ g, U g * avg U P = avg U P * U g) ∧
      (∀ H : Matrix n n ℂ, (∀ g, U g * H = H * U g) → trace (H * avg U P) = trace (H * P)) ∧
      (avg U P - avg U P * avg U P).PosSemidef ∧
      (avg U P * avg U P = avg U P ↔ ∀ g, U g * P = P * U g) :=
  ⟨(isHermitian_rot_avg U hH).2, avg_commute hU P, fun _ h => trace_mul_avg hU P h,
    defect_posSemidef hU hH hP, (avg_idem_iff hU hH hP).1⟩

/-- Translations of a lattice whose sites are the elements of the group `T`: `g` moves
site `j` to site `g j`. -/
def shift (T : Type*) [Group T] [Fintype T] [DecidableEq T] : T →* Matrix T T ℂ where
  toFun g := Matrix.of fun i j => if i = g * j then 1 else 0
  map_one' := by
    ext i j
    simp [one_apply]
  map_mul' g h := by
    ext i j
    simp only [of_apply, Matrix.mul_apply, mul_ite, mul_one, mul_zero, Finset.sum_ite_eq',
      Finset.mem_univ, if_true, mul_assoc]

/-- The projector on the orbital at the origin site. -/
def site (T : Type*) [Group T] [DecidableEq T] : Matrix T T ℂ :=
  diagonal fun i => if i = 1 then 1 else 0

/-- With more than one site, the translations are unitary, the one-site projector is Hermitian
and idempotent, and its average is `|T|⁻¹` times the identity, which is not idempotent. -/
theorem shift_site_witness (T : Type*) [Group T] [Fintype T] [DecidableEq T] [Nontrivial T] :
    IsUnitaryRep (shift T) ∧ (site T).IsHermitian ∧ site T * site T = site T ∧
      avg (shift T) (site T) = (Fintype.card T : ℂ)⁻¹ • (1 : Matrix T T ℂ) ∧
      avg (shift T) (site T) * avg (shift T) (site T) ≠ avg (shift T) (site T) := by
  have hs : ∀ g i j, shift T g i j = if i = g * j then 1 else 0 := fun _ _ _ => rfl
  have hr : ∀ g i j, rot (shift T) g (site T) i j
      = if i = g then (if j = g then 1 else 0) else 0 := fun g i j => by
    rw [rot, Matrix.mul_apply, Finset.sum_eq_single 1]
    · by_cases hi : i = g <;> by_cases hj : j = g <;>
        simp [site, mul_diagonal, hs, conjTranspose_apply, hi, hj]
    · intro k _ hk
      simp [site, mul_diagonal, hk]
    · simp
  have ha : avg (shift T) (site T) = (Fintype.card T : ℂ)⁻¹ • (1 : Matrix T T ℂ) := by
    ext i j
    simp only [avg, Matrix.smul_apply, Matrix.sum_apply, hr, Finset.sum_ite_eq,
      Finset.mem_univ, if_true]
    by_cases h : i = j
    · subst h
      simp [one_apply_eq]
    · simp [one_apply_ne h, Ne.symm h]
  refine ⟨fun g => ?_, ?_, ?_, ha, fun h => ?_⟩
  · ext i j
    simp only [Matrix.mul_apply, conjTranspose_apply, hs, mul_ite, mul_one, mul_zero,
      Finset.sum_ite_eq', Finset.mem_univ, if_true]
    by_cases h : i = j
    · subst h
      simp [one_apply_eq]
    · simp [one_apply_ne h, Ne.symm h]
  · rw [Matrix.IsHermitian, site, diagonal_conjTranspose]
    congr 1
    ext i
    by_cases h : i = 1 <;> simp [h]
  · rw [site, diagonal_mul_diagonal]
    congr 1
    ext i
    by_cases h : i = 1 <;> simp [h]
  · have hc : (Fintype.card T : ℂ)⁻¹ ≠ 0 :=
      inv_ne_zero (Nat.cast_ne_zero.mpr Fintype.card_ne_zero)
    rw [ha, Matrix.smul_mul, Matrix.one_mul] at h
    have h1 := congrFun (congrFun h 1) 1
    simp only [Matrix.smul_apply, one_apply_eq, smul_eq_mul, mul_one] at h1
    have h2 : (Fintype.card T : ℂ)⁻¹ = 1 := mul_right_cancel₀ hc (by rw [h1, one_mul])
    have h3 : Fintype.card T = 1 := by exact_mod_cast inv_eq_one.mp h2
    exact Fintype.one_lt_card.ne' h3

end

end SymmetryAveraging
```

```lean
#print axioms SymmetryAveraging.symmetry_averaging
```

```
'SymmetryAveraging.symmetry_averaging' depends on axioms: [propext, Classical.choice, Quot.sound]
```

### From the lemmas to the equivalence

`rot_idem` regroups the product to expose `(U g)ᴴ * U g`, and `isHermitian_rot_avg` passes the adjoint through product, sum and real prefactor. In `avg_commute`, `key` is $U(h)P_g=P_{hg}U(h)$, and `Fintype.sum_equiv (Equiv.mulLeft h)` is the relabelling. `trace_mul_avg` uses `trace_mul_cycle` term by term. These last two lemmas hold for arbitrary $P$.

`avg_variance` uses unitarity of $U$ and idempotency of $P$, but not Hermiticity of $P$: it replaces $\bar P$ by a matrix `A` with $\sum_gP_g=|G|A$, expands each square in `term` and sums in `tot`. `defect_posSemidef` rewrites each square as $D_g^\dagger D_g$, adds positive semidefinite matrices by `Finset.sum_induction`, and scales by $|G|^{-1}\ge0$. `eq_zero_of_sum_sq` is the diagonal-entry argument, stripping first the sum over `g` and then the sum over `k`.

`avg_idem_iff` chains four implications: `h1` from idempotency to $\bar P=P$ at $g=1$, `h2` from there to commutation, `h3` from commutation back to $\bar P=P$, and `h4` to idempotency. In `h3`, `mul_eq_one_comm` supplies $U(g)U(g)^\dagger=1$, valid for finite square matrices.

For the lattice, `hr` shows that the rotated projector sits on site $g$, and `ha` sums these to the identity. Idempotency at the origin entry would force $|T|^{-2}=|T|^{-1}$, so $|T|=1$, contradicting `Fintype.one_lt_card`.
